# The kernel of a smooth density functional of degree $k$ maps the density to $(k-1)$ times the potential

Let $E$ be an energy that depends on a density $n$ with positive entries on a finite grid. Suppose that $E$ is twice continuously differentiable there and that $E(cn)=c^kE(n)$ for every $c>0$, with a fixed real $k$. Then its potential $v$ (the gradient) and its kernel $f$ (the matrix of second derivatives) satisfy

$$
f\,n=(k-1)\,v,\qquad n\cdot f\,n=k(k-1)\,E(n).
$$

In adiabatic linear-response TDDFT the exchange-correlation kernel is such a second derivative. For a static functional on a finite grid that obeys the scaling law, the two identities therefore test an implemented kernel against the potential and energy of the same functional.

The grid points are the elements of a finite type `ι`, and a density is a function `ι → ℝ`.

```lean
import Mathlib

open Matrix Topology

namespace ScalingFunctionalKernel

noncomputable section

variable {ι : Type*} [Fintype ι] [DecidableEq ι]
```

## Densities, potential and kernel on a grid

The entries $n_i$ are strictly positive. Densities that vanish at a grid point are excluded, since functionals such as local exchange lose their second derivative there.

```lean
/-- The densities on a grid `ι` that are positive at every grid point. -/
def positiveDensities (ι : Type*) : Set (ι → ℝ) := {n | ∀ i, 0 < n i}
```

The potential has the components

$$
v_i(n)=\frac{\partial E}{\partial n_i}(n).
$$

In Lean this is the derivative `fderiv ℝ E n` applied to the unit vector `Pi.single i 1`. These are plain partial derivatives, with no division by the volume of a grid cell; any quadrature weights are part of $E$.

```lean
/-- The potential: the vector of first partial derivatives of the energy at the density `n`. -/
def potential (E : (ι → ℝ) → ℝ) (n : ι → ℝ) : ι → ℝ :=
  fun i => fderiv ℝ E n (Pi.single i 1)
```

The kernel is the derivative of the potential, with the row index for the component of $v$ and the column index for the density entry that is varied:

$$
f_{ij}(n)=\frac{\partial v_i}{\partial n_j}(n).
$$

It carries no frequency dependence, so memory effects in time-dependent kernels are not described.

```lean
/-- The kernel: the matrix of partial derivatives of the potential at the density `n`. -/
def kernel (E : (ι → ℝ) → ℝ) (n : ι → ℝ) : Matrix ι ι ℝ :=
  Matrix.of fun i j => fderiv ℝ (fun m => potential E m i) n (Pi.single j 1)
```

The degree $k$ measures how the energy responds when the density is multiplied by the same factor everywhere. An interaction energy quadratic in the density has $k=2$, for example, and local exchange has $k=4/3$. The factor $c$ changes the number of particles, so this is not a scaling of the coordinates. The law is a hypothesis on $E$, and it is required only at positive densities. A sum of terms of different degrees generally has no single $k$.

```lean
/-- The energy is multiplied by `c ^ k` when a positive density is multiplied by `c > 0`. -/
def ScalesWithDegree (E : (ι → ℝ) → ℝ) (k : ℝ) : Prop :=
  ∀ n ∈ positiveDensities ι, ∀ c : ℝ, 0 < c → E (c • n) = c ^ k * E n
```

A sufficiently small change of a positive density leaves it positive, because the set is a finite intersection of the open conditions $n_i>0$. One may therefore differentiate in every direction at such a density, and the values of $E$ elsewhere do not matter.

```lean
omit [DecidableEq ι] in
/-- The positive densities form an open set. -/
lemma isOpen_positiveDensities : IsOpen (positiveDensities ι) := by
  have h : positiveDensities ι = ⋂ i, {n : ι → ℝ | 0 < n i} := by
    ext n
    simp [positiveDensities]
  rw [h]
  exact isOpen_iInter_of_finite fun i => isOpen_lt continuous_const (continuous_apply i)
```

## Euler's relation along a ray of densities

Write $e_j$ for the unit vector at grid point $j$. Any linear functional $L$ satisfies

$$
\sum_j L(e_j)\,n_j=L\Big(\sum_j n_j e_j\Big)=L(n).
$$

With $L$ the derivative of a functional, this turns a sum over partial derivatives into a directional derivative.

```lean
/-- The value of a linear functional at `n` is the sum of its values on the unit vectors, weighted
by the entries of `n`. -/
lemma sum_apply_single (L : (ι → ℝ) →L[ℝ] ℝ) (n : ι → ℝ) :
    ∑ j, L (Pi.single j 1) * n j = L n := by
  have h : ∑ j, n j • (Pi.single j (1 : ℝ) : ι → ℝ) = n := by
    ext i
    simp [Finset.sum_apply, Pi.single_apply]
  calc ∑ j, L (Pi.single j 1) * n j
      = L (∑ j, n j • (Pi.single j (1 : ℝ) : ι → ℝ)) := by
        rw [map_sum]
        exact Finset.sum_congr rfl fun j _ => by rw [map_smul, smul_eq_mul, mul_comm]
    _ = L n := by rw [h]
```

Now let $F$ be a real function of the density that is differentiable at $cn$, and move along the ray $s\mapsto sn$. The velocity along the ray is $n$, so the chain rule gives

$$
\frac{d}{ds}F(sn)\Big|_{s=c}=\sum_j\frac{\partial F}{\partial n_j}(cn)\,n_j .
$$

The lemma composes the derivative of $F$ at $cn$ with that of the ray.

```lean
omit [DecidableEq ι] in
/-- The derivative of a functional along the ray of densities `s • n`. -/
lemma hasDerivAt_ray {F : (ι → ℝ) → ℝ} {n : ι → ℝ} {c : ℝ}
    (hF : DifferentiableAt ℝ F (c • n)) :
    HasDerivAt (fun s : ℝ => F (s • n)) (fderiv ℝ F (c • n) n) c := by
  have hl : HasDerivAt (fun s : ℝ => s • n) n c := by
    have h := (hasDerivAt_id' c).smul_const n
    rw [one_smul] at h
    exact h
  exact HasFDerivAt.comp_hasDerivAt (f := fun s : ℝ => s • n) c hF.hasFDerivAt hl
```

If $F$ is differentiable at $n$ and $F(cn)=c^kF(n)$ for all $c>0$, differentiate both sides with respect to $c$ at $c=1$. The left side gives the sum above and the right side gives $kF(n)$:

$$
\sum_j\frac{\partial F}{\partial n_j}(n)\,n_j=k\,F(n).
$$

In the proof, `h1` and `h2` are the two derivatives. The two sides agree for $c$ near $1$, and `unique` then equates their derivatives. The scaling law is needed only on the one ray through $n$, and $F$ need not be an energy, which is what allows the same relation to be applied to the potential later.

```lean
/-- Euler's relation for a functional that scales with degree `k` along the ray through `n`. -/
theorem euler_relation {F : (ι → ℝ) → ℝ} {n : ι → ℝ} {k : ℝ}
    (hF : DifferentiableAt ℝ F n) (hs : ∀ c : ℝ, 0 < c → F (c • n) = c ^ k * F n) :
    ∑ j, fderiv ℝ F n (Pi.single j 1) * n j = k * F n := by
  rw [sum_apply_single]
  have h1 := hasDerivAt_ray (F := F) (n := n) (c := 1) (by rw [one_smul]; exact hF)
  have h2 : HasDerivAt (fun c : ℝ => c ^ k * F n) (k * (1 : ℝ) ^ (k - 1) * F n) 1 :=
    (Real.hasDerivAt_rpow_const (Or.inl one_ne_zero)).mul_const (F n)
  have ev : (fun c : ℝ => F (c • n)) =ᶠ[𝓝 1] fun c => c ^ k * F n := by
    filter_upwards [Ioi_mem_nhds (zero_lt_one' ℝ)] with c hc
    exact hs c hc
  -- both sides of the scaling law have the same derivative at c = 1
  have h := h1.unique (h2.congr_of_eventuallyEq ev)
  rw [one_smul, Real.one_rpow, mul_one] at h
  exact h
```

For $F=E$ the relation reads

$$
n\cdot v=\sum_j n_jv_j=k\,E(n).
$$

```lean
/-- For an energy that is differentiable on the positive densities and scales with degree `k`, a
positive density contracted with the potential is `k` times the energy. -/
theorem density_dot_potential {E : (ι → ℝ) → ℝ} {k : ℝ} {n : ι → ℝ}
    (hE : DifferentiableOn ℝ E (positiveDensities ι)) (hs : ScalesWithDegree E k)
    (hn : n ∈ positiveDensities ι) : n ⬝ᵥ potential E n = k * E n := by
  rw [dotProduct_comm]
  exact euler_relation (hE.differentiableAt (isOpen_positiveDensities.mem_nhds hn)) (hs n hn)
```

## The potential scales with degree $k-1$

Hold $c>0$ fixed and differentiate $E(cn)=c^kE(n)$ with respect to $n_i$. The inner factor $c$ appears on the left:

$$
c\,v_i(cn)=c^k\,v_i(n),\qquad\text{hence}\qquad v_i(cn)=c^{k-1}v_i(n).
$$

The proof first equates the full derivatives of the two sides. In `h'` this becomes an equation for an arbitrary direction `w`; choosing the unit vector at $i$ and cancelling $c$ gives the result.

```lean
/-- If the energy scales with degree `k`, its potential scales with degree `k - 1`. -/
theorem potential_scaling {E : (ι → ℝ) → ℝ} {k c : ℝ} {n : ι → ℝ}
    (hE : DifferentiableOn ℝ E (positiveDensities ι)) (hs : ScalesWithDegree E k)
    (hn : n ∈ positiveDensities ι) (hc : 0 < c) :
    potential E (c • n) = c ^ (k - 1) • potential E n := by
  have hcn : c • n ∈ positiveDensities ι := fun i => mul_pos hc (hn i)
  have hd := hE.differentiableAt (isOpen_positiveDensities.mem_nhds hn)
  have hdc := hE.differentiableAt (isOpen_positiveDensities.mem_nhds hcn)
  have h0 : HasFDerivAt (fun m : ι → ℝ => c • m) (c • ContinuousLinearMap.id ℝ (ι → ℝ)) n :=
    (hasFDerivAt_id n).const_smul c
  have h1 := HasFDerivAt.comp (f := fun m : ι → ℝ => c • m) n hdc.hasFDerivAt h0
  have h2 : HasFDerivAt (fun m => c ^ k * E m) (c ^ k • fderiv ℝ E n) n :=
    hd.hasFDerivAt.const_mul (c ^ k)
  have ev : (E ∘ fun m : ι → ℝ => c • m) =ᶠ[𝓝 n] fun m => c ^ k * E m := by
    filter_upwards [isOpen_positiveDensities.mem_nhds hn] with m hm
    exact hs m hm c hc
  -- differentiate the scaling law with respect to the density
  have h := h1.unique (h2.congr_of_eventuallyEq ev)
  have h' : ∀ w, c * fderiv ℝ E (c • n) w = c ^ k * fderiv ℝ E n w := fun w => by
    simpa using DFunLike.congr_fun h w
  have hk : c * c ^ (k - 1) = c ^ k := by
    rw [Real.rpow_sub_one hc.ne']
    field_simp
  ext i
  change fderiv ℝ E (c • n) (Pi.single i 1) = c ^ (k - 1) * fderiv ℝ E n (Pi.single i 1)
  apply mul_left_cancel₀ hc.ne'
  rw [h', ← mul_assoc, hk]
```

## The kernel acting on the density

Each component $v_i$ is now a function that scales with degree $k-1$. Euler's relation with $F=v_i$ gives

$$
\sum_j f_{ij}\,n_j=\sum_j\frac{\partial v_i}{\partial n_j}\,n_j=(k-1)\,v_i .
$$

Contracting with $n$ and using $n\cdot v=kE$,

$$
n\cdot f\,n=\sum_i n_i(k-1)v_i=(k-1)\,n\cdot v=k(k-1)\,E(n).
$$

The theorem has three hypotheses: `hE` says that $E$ is twice continuously differentiable on the positive densities, `hs` is the scaling law, and `hn` says that the density at hand is positive. In the conclusion, `*ᵥ` is the product of a matrix with a vector and `⬝ᵥ` is the dot product. The second derivative of $E$ enters through `hv`, which makes the potential differentiable at $n$. The proof then follows the two displayed lines, and the symmetry of $f$ is not used.

```lean
/-- For a twice continuously differentiable energy that scales with degree `k`, the kernel
applied to the density is `k - 1` times the potential, and its contraction with the density
on both sides is `k (k - 1)` times the energy. -/
theorem kernel_of_scaling_functional {E : (ι → ℝ) → ℝ} {k : ℝ} {n : ι → ℝ}
    (hE : ContDiffOn ℝ 2 E (positiveDensities ι)) (hs : ScalesWithDegree E k)
    (hn : n ∈ positiveDensities ι) :
    kernel E n *ᵥ n = (k - 1) • potential E n ∧
      n ⬝ᵥ (kernel E n *ᵥ n) = k * (k - 1) * E n := by
  have hd : DifferentiableOn ℝ E (positiveDensities ι) := hE.differentiableOn (by norm_num)
  have hv : DifferentiableAt ℝ (fderiv ℝ E) n :=
    ((hE.contDiffAt (isOpen_positiveDensities.mem_nhds hn)).fderiv_right
      (m := 1) one_add_one_eq_two.le).differentiableAt (by norm_num)
  have h1 : kernel E n *ᵥ n = (k - 1) • potential E n := by
    ext i
    -- Euler's relation for the i-th component of the potential
    exact euler_relation (F := fun m => potential E m i)
      (hv.clm_apply (differentiableAt_const _))
      (fun c hc => congrFun (potential_scaling hd hs hn hc) i)
  refine ⟨h1, ?_⟩
  rw [h1, dotProduct_smul, density_dot_potential hd hs hn, smul_eq_mul]
  ring
```

## From Euler's relation back to the scaling law

The relation $n\cdot v=kE$, if it holds at every positive density, is also sufficient for scaling with degree $k$. First derivatives are enough here. Fix $n$ and define $g(s)=s^{-k}E(sn)$ for $s>0$. Then

$$
g'(s)=-k\,s^{-k-1}E(sn)+s^{-k}\sum_j v_j(sn)\,n_j .
$$

The assumed relation at the density $sn$ says $s\sum_j v_j(sn)\,n_j=kE(sn)$, so

$$
g'(s)=s^{-k-1}\Big(-kE(sn)+s\sum_j v_j(sn)\,n_j\Big)=0 .
$$

Hence $g$ is constant on $s>0$, and $g(c)=g(1)$ means $c^{-k}E(cn)=E(n)$, which is the scaling law.

In Lean, `h3` is the assumed relation at $sn$, and `linear_combination` carries out the cancellation in $g'$. The constancy of $g$ comes from its zero derivative on the connected open half-line.

```lean
/-- Converse of Euler's relation, for an energy that is differentiable on the positive densities: if
the density contracted with the potential is `k` times the energy at every positive density, then
the energy scales with degree `k`. -/
theorem scales_of_density_dot_potential {E : (ι → ℝ) → ℝ} {k : ℝ}
    (hE : DifferentiableOn ℝ E (positiveDensities ι))
    (hv : ∀ n ∈ positiveDensities ι, n ⬝ᵥ potential E n = k * E n) :
    ScalesWithDegree E k := by
  intro n hn c hc
  -- s ^ (-k) * E (s n) has zero derivative along the ray
  have hg : ∀ s ∈ Set.Ioi (0 : ℝ),
      HasDerivAt (fun s : ℝ => s ^ (-k) * E (s • n)) 0 s := by
    intro s hs
    have hs0 : s ≠ 0 := ne_of_gt hs
    have hsn : s • n ∈ positiveDensities ι := fun i => mul_pos hs (hn i)
    have h1 := hasDerivAt_ray (hE.differentiableAt (isOpen_positiveDensities.mem_nhds hsn))
    have h2 : HasDerivAt (fun s : ℝ => s ^ (-k)) (-k * s ^ (-k - 1)) s :=
      Real.hasDerivAt_rpow_const (Or.inl hs0)
    have h3 : s * fderiv ℝ E (s • n) n = k * E (s • n) := by
      rw [← hv _ hsn, dotProduct_comm, ← smul_eq_mul, ← map_smul]
      exact (sum_apply_single (fderiv ℝ E (s • n)) (s • n)).symm
    have h4 : s * s ^ (-k - 1) = s ^ (-k) := by
      rw [Real.rpow_sub_one hs0]
      field_simp
    refine (h2.fun_mul h1).congr_deriv ?_
    rw [← h4]
    linear_combination s ^ (-k - 1) * h3
  have h := isOpen_Ioi.is_const_of_deriv_eq_zero isPreconnected_Ioi
    (fun s hs => (hg s hs).differentiableAt.differentiableWithinAt)
    (fun s hs => (hg s hs).deriv) (Set.mem_Ioi.mpr hc) (Set.mem_Ioi.mpr (zero_lt_one' ℝ))
  simp only [Real.one_rpow, one_smul, one_mul] at h
  rw [← h, ← mul_assoc, ← Real.rpow_add hc, add_neg_cancel, Real.rpow_zero, one_mul]
```

## Degree one: a singular kernel

For $k=1$ the first identity becomes $f\,n=0$. The density is a nonzero vector as soon as the grid has at least one point, so $f$ has a null vector and

$$
\det f=0 .
$$

Such a kernel has no inverse: to first order, a change of density proportional to $n$ itself leaves the potential unchanged. The assumption `[Nonempty ι]` supplies the grid point that makes $n$ nonzero.

```lean
/-- On a nonempty grid, the kernel of a twice continuously differentiable energy that scales with
degree one has zero determinant at every positive density. -/
theorem kernel_det_eq_zero_of_degree_one [Nonempty ι] {E : (ι → ℝ) → ℝ} {n : ι → ℝ}
    (hE : ContDiffOn ℝ 2 E (positiveDensities ι)) (hs : ScalesWithDegree E 1)
    (hn : n ∈ positiveDensities ι) : (kernel E n).det = 0 := by
  apply Matrix.exists_mulVec_eq_zero_iff.mp
  refine ⟨n, fun h => ?_, ?_⟩
  · obtain ⟨i⟩ := ‹Nonempty ι›
    exact (hn i).ne' (congrFun h i)
  · rw [(kernel_of_scaling_functional hE hs hn).1, sub_self, zero_smul]
```

## Local exchange as an example

Take

$$
E(n)=-C\sum_i n_i^{4/3}.
$$

The constant $C$ stands for the strength of local exchange, which in the continuum is fixed by the uniform electron gas; on a uniform grid it also absorbs the cell volume. The results below hold for any real $C$.

```lean
/-- Local exchange energy on a grid, with prefactor `C`. -/
def localExchange (C : ℝ) (n : ι → ℝ) : ℝ := -C * ∑ i, n i ^ (4 / 3 : ℝ)
```

Each power $n_i^{4/3}$ is smooth where $n_i>0$, and $(cn_i)^{4/3}=c^{4/3}n_i^{4/3}$. Summing over $i$ gives $E(cn)=c^{4/3}E(n)$, so local exchange meets both conditions on the functional with $k=4/3$.

```lean
omit [DecidableEq ι] in
/-- Local exchange is twice continuously differentiable on positive densities and scales
with degree `4/3`. -/
theorem localExchange_witness (C : ℝ) :
    ContDiffOn ℝ 2 (localExchange (ι := ι) C) (positiveDensities ι) ∧
      ScalesWithDegree (localExchange (ι := ι) C) (4 / 3) := by
  constructor
  · intro n hn
    apply ContDiffAt.contDiffWithinAt
    unfold localExchange
    apply ContDiffAt.mul contDiffAt_const
    apply ContDiffAt.sum
    intro i _
    exact (contDiff_apply ℝ ℝ i).contDiffAt.rpow_const_of_ne (hn i).ne'
  · intro n hn c hc
    have h : ∑ i, (c • n) i ^ (4 / 3 : ℝ) = c ^ (4 / 3 : ℝ) * ∑ i, n i ^ (4 / 3 : ℝ) := by
      rw [Finset.mul_sum]
      exact Finset.sum_congr rfl fun i _ => Real.mul_rpow hc.le (hn i).le
    unfold localExchange
    rw [h]
    ring
```

With $k-1=1/3$ and $k(k-1)=4/9$ the identities become

$$
f\,n=\tfrac13\,v,\qquad n\cdot f\,n=\tfrac49\,E(n).
$$

Direct differentiation agrees. It gives $v_i=-\tfrac43C\,n_i^{1/3}$ and a diagonal kernel with $f_{ii}=-\tfrac49C\,n_i^{-2/3}$, so that $f_{ii}n_i=-\tfrac49C\,n_i^{1/3}=\tfrac13v_i$. The Lean proof does not go through these explicit formulas; it inserts $k=4/3$ into the general theorem.

```lean
/-- The local exchange kernel applied to the density is one third of the exchange potential,
and its contraction with the density on both sides is `4/9` of the exchange energy. -/
theorem localExchange_kernel (C : ℝ) {n : ι → ℝ} (hn : n ∈ positiveDensities ι) :
    kernel (localExchange C) n *ᵥ n = (1 / 3 : ℝ) • potential (localExchange C) n ∧
      n ⬝ᵥ (kernel (localExchange C) n *ᵥ n) = 4 / 9 * localExchange C n := by
  obtain ⟨hE, hs⟩ := localExchange_witness (ι := ι) C
  obtain ⟨h1, h2⟩ := kernel_of_scaling_functional hE hs hn
  constructor
  · rw [h1]
    norm_num
  · rw [h2]
    ring

end

end ScalingFunctionalKernel
```

```lean
#print axioms ScalingFunctionalKernel.kernel_of_scaling_functional
-- 'ScalingFunctionalKernel.kernel_of_scaling_functional' depends on axioms: [propext, Classical.choice, Quot.sound]
#print axioms ScalingFunctionalKernel.scales_of_density_dot_potential
-- 'ScalingFunctionalKernel.scales_of_density_dot_potential' depends on axioms: [propext, Classical.choice, Quot.sound]
#print axioms ScalingFunctionalKernel.kernel_det_eq_zero_of_degree_one
-- 'ScalingFunctionalKernel.kernel_det_eq_zero_of_degree_one' depends on axioms: [propext, Classical.choice, Quot.sound]
#print axioms ScalingFunctionalKernel.localExchange_kernel
-- 'ScalingFunctionalKernel.localExchange_kernel' depends on axioms: [propext, Classical.choice, Quot.sound]
```
